# Mirror-related Néel spirals on a finite monolayer of point dipoles have equal dipolar energy

**A:** For finitely many distinct sites at one common height z, reversing m_z on every site leaves the total point-dipole energy unchanged. It follows that a Néel spiral and its partner with wavenumber and phase both reversed have the same dipolar energy. The common height matters: for two sites separated by (1,0,1), there are unit moments whose energy changes sign under the reversal.

**Q:** The question I care about is which way a spiral turns in a magnetic film. In thicker films, stray fields can favour opposite senses of rotation near the top and bottom surfaces. Why do they favour neither sense in a monolayer?

**A:** Take two moments m and m' with separation R. In units where μ₀/4π = 1, their energy is

E = m·m'/|R|³ − 3(m·R)(m'·R)/|R|⁵

Split each projection on R into an in-plane and a normal part:

m·R = a + m_z R_z, with a = m_x R_x + m_y R_y
m'·R = a' + m'_z R_z, with a' = m'_x R_x + m'_y R_y

Reversing both z components leaves m·m' alone and turns the product (a + m_z R_z)(a' + m'_z R_z) into (a − m_z R_z)(a' − m'_z R_z). The two products differ by 2R_z(m'_z a + m_z a'), so

E − E_flipped = −6 R_z (m'_z a + m_z a') / |R|⁵

In a monolayer R_z = 0 for every pair. Each pair energy is unchanged, and so is their sum.

**Q:** That reverses m_z. It doesn't yet reverse the sense of rotation.

**A:** One more step does. Let the spiral propagate along the in-plane direction at azimuth α, with wavenumber k and phase φ:

θ = k(x cos α + y sin α) + φ
m = (sin θ cos α, sin θ sin α, cos θ)

Reversing k and φ sends θ to −θ, which gives

(−sin θ cos α, −sin θ sin α, cos θ) = −(sin θ cos α, sin θ sin α, −cos θ)

This is the m_z-reversed spiral with all moments inverted. Inversion changes the sign of both moments in every pair, and E is linear in each, so it costs nothing.

**Q:** Now the formal version. What are the objects, and where could the physics have been lost?

**A:** Positions and moments are both real triples, with x, y, z numbered 0, 1, 2.

```lean
import Mathlib

open Matrix

namespace MonolayerDipoles

noncomputable section

/-- Vectors in three-dimensional space, with components x, y, z numbered 0, 1, 2. -/
abbrev Vec := Fin 3 → ℝ
```

The length |R| is `len R`, and `pairEnergy` is the expression E above.

```lean
/-- The Euclidean length of a vector. -/
def len (R : Vec) : ℝ := √(R ⬝ᵥ R)

/-- The energy of two point dipoles `m` and `m'` at separation `R ≠ 0`,
in units where `μ₀ / 4π = 1`. -/
def pairEnergy (R m m' : Vec) : ℝ :=
  (m ⬝ᵥ m') / len R ^ 3 - 3 * (m ⬝ᵥ R) * (m' ⬝ᵥ R) / len R ^ 5
```

**Q:** Is the total energy free of self-interaction and double counting?

**A:** Yes. The sites are an embedding `r : ι ↪ Vec` of a finite index type, so no two coincide. The inner sum leaves out j = i, and the factor 1/2 compensates for counting each pair in both orders. With no site or one site the energy is zero.

```lean
/-- The total dipolar energy of moments `m` on finitely many distinct sites `r`;
the factor one half corrects for counting each pair twice. -/
def energy {ι : Type*} [Fintype ι] [DecidableEq ι] (r : ι ↪ Vec) (m : ι → Vec) : ℝ :=
  (1 / 2) * ∑ i, ∑ j ∈ Finset.univ.erase i, pairEnergy (r j - r i) (m i) (m j)
```

**Q:** A magnetic moment is an axial vector. Is `flipZ` the mirror reflection in the film plane?

**A:** Not by itself. That reflection keeps m_z and reverses the in-plane components, so it is `flipZ` followed by total inversion, which is exactly the operation that relates the two spirals.

```lean
/-- Reversal of the z component of a moment. -/
def flipZ (m : Vec) : Vec := ![m 0, m 1, -m 2]
```

The spiral is built from a unit moment at angle θ from the z axis. Note that φ is the phase of the spiral here, not an azimuth; the azimuth is α.

```lean
/-- A unit moment tilted by `θ` from the z axis towards the in-plane direction
at azimuth `α`. -/
def neelMoment (α θ : ℝ) : Vec :=
  ![Real.sin θ * Real.cos α, Real.sin θ * Real.sin α, Real.cos θ]

/-- The Néel spiral with wavenumber `k` and phase `φ`, propagating along the in-plane
direction at azimuth `α`, evaluated at the position `x`. -/
def neelSpiral (α k φ : ℝ) (x : Vec) : Vec :=
  neelMoment α (k * (Real.cos α * x 0 + Real.sin α * x 1) + φ)
```

**Q:** Why reverse the phase too? I would change only the sign of k.

**A:** On a finite sample the energy can depend on the phase, so changing k alone may alter more than the sense of rotation. `neel_chirality_degenerate` compares `neelSpiral α k φ` with `neelSpiral α (-k) (-φ)` on the same sites, for all real α, k and φ. Its only assumption beyond finitely many distinct sites is `∀ i j, r i 2 = r j 2`, the common height. The sites need not form a lattice. The m_z-reversal theorem, `energy_flip_of_planar`, allows arbitrary moments, of any length.

**Q:** And what separates this from a real monolayer?

**A:** The replacement of each atom's spread-out magnetisation by a point dipole at exactly the common height. The sums are also finite, without periodic images. Suppose that an atomistic simulation of one flat, finite layer sums these pair energies directly, and finds energies for the two partners that differ by more than rounding error. Then the difference comes from another energy term, such as the Dzyaloshinskii–Moriya interaction, or from a mistake in the calculation.

**Q:** Take me through the proofs, then.

**A:** The first lemma says that a nonzero vector has nonzero length: if the length vanished, three squares would sum to at most zero, so each component would be zero. It is needed later to cancel |R|⁵.

```lean
/-- A nonzero vector has nonzero length. -/
theorem len_ne_zero {R : Vec} (hR : R ≠ 0) : len R ≠ 0 := by
  intro h
  apply hR
  have h' : R ⬝ᵥ R ≤ 0 := Real.sqrt_eq_zero'.1 h
  simp only [dotProduct, Fin.sum_univ_three] at h'
  have p0 := mul_self_nonneg (R 0)
  have p1 := mul_self_nonneg (R 1)
  have p2 := mul_self_nonneg (R 2)
  have h0 : R 0 = 0 := mul_self_eq_zero.1 (by linarith)
  have h1 : R 1 = 0 := mul_self_eq_zero.1 (by linarith)
  have h2 : R 2 = 0 := mul_self_eq_zero.1 (by linarith)
  ext i
  fin_cases i
  · exact h0
  · exact h1
  · exact h2
```

Next comes the difference formula. The proof writes the dot products in components, and `ring` carries out the expansion I did with a and a'.

```lean
/-- The pair energy minus its value after both z components are reversed. The difference contains
the factor `R 2`, the z component of the separation, and couples the normal component of each moment
to the in-plane part of the other moment's dot product with `R`. -/
theorem pairEnergy_sub_flip (R m m' : Vec) :
    pairEnergy R m m' - pairEnergy R (flipZ m) (flipZ m') =
      -6 * R 2 * (m' 2 * (m 0 * R 0 + m 1 * R 1) + m 2 * (m' 0 * R 0 + m' 1 * R 1))
        / len R ^ 5 := by
  have f0 : ∀ v : Vec, flipZ v 0 = v 0 := fun _ => rfl
  have f1 : ∀ v : Vec, flipZ v 1 = v 1 := fun _ => rfl
  have f2 : ∀ v : Vec, flipZ v 2 = -v 2 := fun _ => rfl
  simp only [pairEnergy, dotProduct, Fin.sum_univ_three, f0, f1, f2]
  ring
```

For the monolayer, the two double sums are compared term by term. `hz` records that the bond has no z component, and the difference formula then gives zero for that pair.

```lean
/-- For finitely many distinct sites at a common height, reversing the z component of
every moment leaves the total dipolar energy unchanged. -/
theorem energy_flip_of_planar {ι : Type*} [Fintype ι] [DecidableEq ι] (r : ι ↪ Vec)
    (h : ∀ i j, r i 2 = r j 2) (m : ι → Vec) :
    energy r (fun i => flipZ (m i)) = energy r m := by
  unfold energy
  congr 1
  refine Finset.sum_congr rfl fun i _ => Finset.sum_congr rfl fun j _ => ?_
  -- every bond lies in the plane, so the sensitive part of each pair vanishes
  have hz : (r j - r i) 2 = 0 := sub_eq_zero.2 (h j i)
  have d : pairEnergy (r j - r i) (m i) (m j)
      - pairEnergy (r j - r i) (flipZ (m i)) (flipZ (m j)) = 0 := by
    rw [pairEnergy_sub_flip, hz]
    simp
  exact (sub_eq_zero.1 d).symm
```

Inversion is handled in the same termwise way: the two minus signs cancel in each product.

```lean
/-- Inverting all moments leaves the dipolar energy unchanged. -/
theorem energy_neg {ι : Type*} [Fintype ι] [DecidableEq ι] (r : ι ↪ Vec) (m : ι → Vec) :
    energy r (fun i => -m i) = energy r m := by
  unfold energy
  congr 1
  refine Finset.sum_congr rfl fun i _ => Finset.sum_congr rfl fun j _ => ?_
  simp only [pairEnergy, neg_dotProduct, dotProduct_neg]
  ring
```

In the chirality theorem, `hm` is the identity for θ → −θ, and `hs` carries it over to the spiral at each position. The last line chains the inversion result with the m_z-reversal result.

```lean
/-- On finitely many distinct sites at a common height, a Néel spiral and the spiral with
reversed wavenumber and phase have the same dipolar energy. -/
theorem neel_chirality_degenerate {ι : Type*} [Fintype ι] [DecidableEq ι] (r : ι ↪ Vec)
    (h : ∀ i j, r i 2 = r j 2) (α k φ : ℝ) :
    energy r (fun i => neelSpiral α (-k) (-φ) (r i)) =
      energy r (fun i => neelSpiral α k φ (r i)) := by
  have hm : ∀ θ, neelMoment α (-θ) = -flipZ (neelMoment α θ) := by
    intro θ
    ext i
    fin_cases i <;> simp [neelMoment, flipZ]
  -- reversing `k` and `φ` amounts to reversal of m_z followed by total inversion
  have hs : ∀ x, neelSpiral α (-k) (-φ) x = -flipZ (neelSpiral α k φ x) := by
    intro x
    unfold neelSpiral
    rw [← hm]
    congr 1
    ring
  simp only [hs]
  exact (energy_neg r _).trans (energy_flip_of_planar r h _)
```

**Q:** Perhaps the common height is just convenient. Does a tilted bond really break the symmetry?

**A:** For two sites there is a complete answer. The energy is first reduced to that of the single pair: exchanging the sites sends R to −R, which leaves E unchanged, so the two ordered terms are equal and the factor 1/2 leaves one.

```lean
/-- For two distinct sites the total energy is the energy of their single pair. -/
theorem energy_two (r : Fin 2 ↪ Vec) (m : Fin 2 → Vec) :
    energy r m = pairEnergy (r 1 - r 0) (m 0) (m 1) := by
  have e0 : (Finset.univ.erase 0 : Finset (Fin 2)) = {1} := by decide
  have e1 : (Finset.univ.erase 1 : Finset (Fin 2)) = {0} := by decide
  have s : pairEnergy (r 0 - r 1) (m 1) (m 0) = pairEnergy (r 1 - r 0) (m 0) (m 1) := by
    rw [← neg_sub (r 1) (r 0)]
    have hl : len (-(r 1 - r 0)) = len (r 1 - r 0) := by
      simp only [len, neg_dotProduct, dotProduct_neg, neg_neg]
    simp only [pairEnergy, hl, dotProduct_neg, dotProduct_comm (m 1) (m 0)]
    ring
  unfold energy
  rw [Fin.sum_univ_two, e0, e1, Finset.sum_singleton, Finset.sum_singleton, s]
  ring
```

Invariance for all unit moments then holds exactly when the bond lies in the plane or along z. If it does, either R_z = 0 or R_x = R_y = 0, and the difference formula gives zero. Conversely, suppose that the energy is invariant for all unit moments. Testing with e_x on one site and e_z on the other, and then with e_y and e_z, gives

R_z R_x = 0 and R_z R_y = 0

So R_z = 0, or both in-plane components vanish. In the code `key` is the general condition after cancelling |R|⁵, and `kx` and `ky` are the two tests.

```lean
/-- For two distinct sites, the dipolar energy of all unit moments is unchanged by
reversing the z components if and only if the bond is in-plane or along z. -/
theorem two_site_invariant_iff (r : Fin 2 ↪ Vec) :
    (∀ m : Fin 2 → Vec, (∀ i, m i ⬝ᵥ m i = 1) →
      energy r (fun i => flipZ (m i)) = energy r m) ↔
    r 0 2 = r 1 2 ∨ (r 0 0 = r 1 0 ∧ r 0 1 = r 1 1) := by
  constructor
  · intro h
    have hlen : len (r 1 - r 0) ≠ 0 :=
      len_ne_zero (sub_ne_zero.2 (r.injective.ne (by decide)))
    have key : ∀ a b : Vec, a ⬝ᵥ a = 1 → b ⬝ᵥ b = 1 →
        (r 1 - r 0) 2 * (b 2 * (a 0 * (r 1 - r 0) 0 + a 1 * (r 1 - r 0) 1)
          + a 2 * (b 0 * (r 1 - r 0) 0 + b 1 * (r 1 - r 0) 1)) = 0 := by
      intro a b ha hb
      have e := h ![a, b] (by
        intro i
        fin_cases i
        · exact ha
        · exact hb)
      rw [energy_two, energy_two] at e
      have e' : pairEnergy (r 1 - r 0) (flipZ a) (flipZ b)
          = pairEnergy (r 1 - r 0) a b := e
      have d := pairEnergy_sub_flip (r 1 - r 0) a b
      rw [e', sub_self] at d
      rcases div_eq_zero_iff.1 d.symm with h1 | h1
      · linear_combination (-1 / 6) * h1
      · exact absurd h1 (pow_ne_zero 5 hlen)
    -- test with one in-plane and one normal moment
    have kx : (r 1 2 - r 0 2) * (r 1 0 - r 0 0) = 0 := by
      have := key ![1, 0, 0] ![0, 0, 1] (by simp [dotProduct, Fin.sum_univ_three])
        (by simp [dotProduct, Fin.sum_univ_three])
      simpa using this
    have ky : (r 1 2 - r 0 2) * (r 1 1 - r 0 1) = 0 := by
      have := key ![0, 1, 0] ![0, 0, 1] (by simp [dotProduct, Fin.sum_univ_three])
        (by simp [dotProduct, Fin.sum_univ_three])
      simpa using this
    by_cases hz : r 0 2 = r 1 2
    · exact Or.inl hz
    · have hz' : r 1 2 - r 0 2 ≠ 0 := fun h0 => hz (by linarith)
      have hx := (mul_eq_zero.1 kx).resolve_left hz'
      have hy := (mul_eq_zero.1 ky).resolve_left hz'
      exact Or.inr ⟨by linarith, by linarith⟩
  · intro hr m _
    rw [energy_two, energy_two]
    have d : pairEnergy (r 1 - r 0) (m 0) (m 1)
        - pairEnergy (r 1 - r 0) (flipZ (m 0)) (flipZ (m 1)) = 0 := by
      rw [pairEnergy_sub_flip]
      rcases hr with hz | ⟨hx, hy⟩
      · simp [hz]
      · simp [hx, hy]
    exact (sub_eq_zero.1 d).symm
```

**Q:** Give me numbers.

**A:** Take R = (1,0,1), m = e_x and m' = e_z. Then |R| = √2, |R|⁵ = 4√2, m·m' = 0 and m·R = m'·R = 1, so

E = −3/(4√2)

The reversal leaves e_x alone and turns e_z into −e_z. Now m'·R = −1, and

E_flipped = +3/(4√2)

The proof follows this calculation: `hl` and `h5` supply the length and its fifth power, and `d1`, `d2`, `d3` are the three dot products, before and after the reversal.

```lean
/-- For two sites separated by (1,0,1) with unit moments along x and z, reversing the
z components changes the dipolar energy from `-3/(4√2)` to `3/(4√2)`. -/
theorem tilted_pair_energy (r : Fin 2 ↪ Vec) (h : r 1 - r 0 = ![1, 0, 1]) :
    energy r ![![1, 0, 0], ![0, 0, 1]] = -3 / (4 * √2) ∧
    energy r (fun i => flipZ ((![![1, 0, 0], ![0, 0, 1]] : Fin 2 → Vec) i))
      = 3 / (4 * √2) := by
  have hl : len ![1, 0, 1] = √2 := by
    unfold len
    congr 1
    simp only [dotProduct, Fin.sum_univ_three]
    change (1 : ℝ) * 1 + 0 * 0 + 1 * 1 = 2
    norm_num
  have h5 : √2 ^ 5 = 4 * √2 := by
    have s : √2 ^ 2 = (2 : ℝ) := Real.sq_sqrt (by norm_num)
    calc √2 ^ 5 = (√2 ^ 2) ^ 2 * √2 := by ring
      _ = 4 * √2 := by rw [s]; norm_num
  constructor
  · rw [energy_two, h]
    change pairEnergy ![1, 0, 1] ![1, 0, 0] ![0, 0, 1] = _
    have d1 : (![1, 0, 0] : Vec) ⬝ᵥ ![0, 0, 1] = 0 := by
      simp [dotProduct, Fin.sum_univ_three]
    have d2 : (![1, 0, 0] : Vec) ⬝ᵥ ![1, 0, 1] = 1 := by
      simp [dotProduct, Fin.sum_univ_three]
    have d3 : (![0, 0, 1] : Vec) ⬝ᵥ ![1, 0, 1] = 1 := by
      simp [dotProduct, Fin.sum_univ_three]
    rw [pairEnergy, hl, h5, d1, d2, d3]
    ring
  · rw [energy_two, h]
    change pairEnergy ![1, 0, 1] (flipZ ![1, 0, 0]) (flipZ ![0, 0, 1]) = _
    have d1 : flipZ ![1, 0, 0] ⬝ᵥ flipZ ![0, 0, 1] = 0 := by
      simp [flipZ, dotProduct, Fin.sum_univ_three]
    have d2 : flipZ ![1, 0, 0] ⬝ᵥ ![1, 0, 1] = 1 := by
      simp [flipZ, dotProduct, Fin.sum_univ_three]
    have d3 : flipZ ![0, 0, 1] ⬝ᵥ ![1, 0, 1] = -1 := by
      simp [flipZ, dotProduct, Fin.sum_univ_three]
    rw [pairEnergy, hl, h5, d1, d2, d3]
    ring

end

end MonolayerDipoles
```

```lean
#print axioms MonolayerDipoles.neel_chirality_degenerate
-- 'MonolayerDipoles.neel_chirality_degenerate' depends on axioms: [propext, Classical.choice, Quot.sound]
#print axioms MonolayerDipoles.two_site_invariant_iff
-- 'MonolayerDipoles.two_site_invariant_iff' depends on axioms: [propext, Classical.choice, Quot.sound]
#print axioms MonolayerDipoles.tilted_pair_energy
-- 'MonolayerDipoles.tilted_pair_energy' depends on axioms: [propext, Classical.choice, Quot.sound]
```

**Q:** That shows the m_z reversal failing. Does the equality of the two spirals fail as well?

**A:** Yes, with the same pair. Put the sites at (0,0,0) and (1,0,1), and take α = 0, k = −π/2, φ = π/2. The moments are e_x and e_z, with energy −3/(4√2). The partner, with k = π/2 and φ = −π/2, has moments −e_x and e_z, and energy +3/(4√2). Distinctness of the sites alone is therefore not enough for the equality.

**Q:** Does the argument give anything for sites at different heights?

**A:** It does for a single column parallel to z. There R_x = R_y = 0 for every pair, so a = a' = 0 and the difference formula again gives zero. Reversing every m_z leaves the total energy of any finite column of distinct sites unchanged. I derived this extension to many sites, like the spiral pair just before it, in this conversation and not in Lean.
